# Half-angle eigenvectors of a nondegenerate real two-level Hamiltonian and their sign change after one turn

To turn two coupled diabatic states into adiabatic ones, I compute a mixing angle $\theta$ from the energy difference and the coupling, then rotate the basis by $\theta/2$. With the mean energy subtracted, the Hamiltonian is

$$H(R,\theta)=\begin{pmatrix}R\cos\theta & R\sin\theta\\ R\sin\theta & -R\cos\theta\end{pmatrix},\qquad R>0,$$

and the rotated states should be $(\cos\frac\theta2,\sin\frac\theta2)$ with energy $R$ and $(-\sin\frac\theta2,\cos\frac\theta2)$ with energy $-R$. I would like to see this made rigorous and checked in Lean, including the fact that there are no real eigenvectors other than their nonzero multiples. Since $\theta$ and $\theta+2\pi$ give the same matrix but different half angles, I would also like to know whether the resulting sign flip can be removed by a better choice of eigenvector.

## Rotation by half the mixing angle

Both claims hold, and over the real numbers the sign flip cannot be removed by a continuous choice. Write $c=\cos\frac\theta2$, $s=\sin\frac\theta2$, and call the two vectors $u(\theta)=(c,s)$ and $l(\theta)=(-s,c)$.

First, the form of $H$ costs no generality for a real symmetric matrix with diagonal entries $a,d$ and coupling $b$, as long as the two levels are not degenerate, that is, unless $a=d$ and $b=0$, where $R=0$. Subtract the mean energy $(a+d)/2$ and take polar coordinates of the point $\left(\frac{a-d}2,b\right)$:

$$R\cos\theta=\frac{a-d}{2},\qquad R\sin\theta=b,\qquad R=\sqrt{\left(\frac{a-d}{2}\right)^2+b^2}.$$

The eigenvalue equations come from the subtraction formulas applied to $\theta-\frac\theta2=\frac\theta2$:

$$c=\cos\theta\,c+\sin\theta\,s,\qquad s=\sin\theta\,c-\cos\theta\,s.$$

Multiplying out the matrix and using these two identities gives

$$Hu=R\begin{pmatrix}\cos\theta\,c+\sin\theta\,s\\ \sin\theta\,c-\cos\theta\,s\end{pmatrix}=R\begin{pmatrix}c\\ s\end{pmatrix}=Ru,$$

$$Hl=R\begin{pmatrix}-\cos\theta\,s+\sin\theta\,c\\ -\sin\theta\,s-\cos\theta\,c\end{pmatrix}=R\begin{pmatrix}s\\ -c\end{pmatrix}=-Rl.$$

Orthonormality is immediate: $u\cdot u=l\cdot l=c^2+s^2=1$ and $u\cdot l=-cs+sc=0$.

## No other real eigenvectors when the gap is open

Number the components of a real vector $v$ as $v_0,v_1$. Its expansion in the two states is

$$v=(u\cdot v)\,u+(l\cdot v)\,l.$$

Component by component, this reads

$$c(cv_0+sv_1)-s(-sv_0+cv_1)=v_0,\qquad s(cv_0+sv_1)+c(-sv_0+cv_1)=v_1.$$

Now suppose $Hv=Ev$ with $v\neq0$. Since $H$ is symmetric, $E\,(u\cdot v)=u\cdot Hv=(Hu)\cdot v=R\,(u\cdot v)$, and the same step works for $l$. Hence

$$(E-R)(u\cdot v)=0,\qquad (E+R)(l\cdot v)=0.$$

There are two cases.

- If $u\cdot v\neq0$, then $E=R$. The factor $E+R=2R$ is positive, so $l\cdot v=0$ and $v=(u\cdot v)u$.
- If $u\cdot v=0$, the expansion leaves $v=(l\cdot v)l$. Because $v\neq0$, the coefficient is nonzero, and therefore $E=-R$.

Conversely, every nonzero multiple of $u$ or $l$ is an eigenvector with the stated energy.

## The sign after a turn around the degeneracy

Replacing $\theta$ by $\theta+2\pi$ leaves $H$ unchanged but adds $\pi$ to the half angle, so $u$ and $l$ both change sign.

To see that a different choice does not help, let the gap parameter $R(\theta)>0$ vary with the angle, and let $v(\theta)$ be a continuous, nowhere vanishing real eigenvector with energy $R(\theta)$. The second projected equation becomes $2R(\theta)\,(l(\theta)\cdot v(\theta))=0$, so $v(\theta)=f(\theta)u(\theta)$ with the overlap $f(\theta)=u(\theta)\cdot v(\theta)$. This overlap is continuous and never zero.

If $v(2\pi)=v(0)$, then

$$f(2\pi)=u(2\pi)\cdot v(0)=-u(0)\cdot v(0)=-f(0).$$

By the intermediate value theorem $f$ vanishes somewhere, which is a contradiction. For a normalised $v$ the overlap can only be $1$ or $-1$, and continuity keeps it constant, so the final vector is exactly $-v(0)$.

## The Lean file

```lean
import Mathlib

open Matrix

namespace TwoLevelHalfAngle

noncomputable section

/-- The traceless real two-level Hamiltonian in polar form, with mixing angle `θ`. For `R ≥ 0`, `R`
is half the level splitting. -/
def ham (R θ : ℝ) : Matrix (Fin 2) (Fin 2) ℝ :=
  !![R * Real.cos θ, R * Real.sin θ; R * Real.sin θ, -(R * Real.cos θ)]

/-- The half-angle state `(cos (θ/2), sin (θ/2))`. -/
def upper (θ : ℝ) : Fin 2 → ℝ := ![Real.cos (θ / 2), Real.sin (θ / 2)]

/-- The half-angle state `(-sin (θ/2), cos (θ/2))`. -/
def lower (θ : ℝ) : Fin 2 → ℝ := ![-Real.sin (θ / 2), Real.cos (θ / 2)]

private lemma half_angle (θ : ℝ) :
    Real.cos (θ / 2) = Real.cos θ * Real.cos (θ / 2) + Real.sin θ * Real.sin (θ / 2) ∧
    Real.sin (θ / 2) = Real.sin θ * Real.cos (θ / 2) - Real.cos θ * Real.sin (θ / 2) := by
  have e : θ - θ / 2 = θ / 2 := by ring
  have h1 := Real.cos_sub θ (θ / 2)
  have h2 := Real.sin_sub θ (θ / 2)
  rw [e] at h1 h2
  exact ⟨h1, h2⟩

private lemma ham_mulVec (R θ : ℝ) (v : Fin 2 → ℝ) :
    ham R θ *ᵥ v = ![R * Real.cos θ * v 0 + R * Real.sin θ * v 1,
      R * Real.sin θ * v 0 - R * Real.cos θ * v 1] := by
  ext i
  fin_cases i <;> simp [ham, Matrix.mulVec, dotProduct, Fin.sum_univ_two]
  ring

private lemma upper_dot (θ : ℝ) (v : Fin 2 → ℝ) :
    upper θ ⬝ᵥ v = Real.cos (θ / 2) * v 0 + Real.sin (θ / 2) * v 1 := by
  simp [upper, dotProduct, Fin.sum_univ_two]

private lemma lower_dot (θ : ℝ) (v : Fin 2 → ℝ) :
    lower θ ⬝ᵥ v = -Real.sin (θ / 2) * v 0 + Real.cos (θ / 2) * v 1 := by
  simp [lower, dotProduct, Fin.sum_univ_two]

/-- Every real symmetric two-level Hamiltonian is its mean energy plus a traceless part
in polar form. -/
theorem exists_polar_form (a b d : ℝ) :
    ∃ R θ : ℝ, 0 ≤ R ∧
      !![a, b; b, d] = ((a + d) / 2) • (1 : Matrix (Fin 2) (Fin 2) ℝ) + ham R θ := by
  -- polar coordinates of the point ((a - d)/2, b)
  obtain ⟨R, θ, hR, h1, h2⟩ : ∃ R θ : ℝ, 0 ≤ R ∧
      R * Real.cos θ = (a - d) / 2 ∧ R * Real.sin θ = b :=
    ⟨‖(⟨(a - d) / 2, b⟩ : ℂ)‖, Complex.arg ⟨(a - d) / 2, b⟩, norm_nonneg _,
      Complex.norm_mul_cos_arg _, Complex.norm_mul_sin_arg _⟩
  refine ⟨R, θ, hR, ?_⟩
  ext i j
  fin_cases i <;> fin_cases j <;> simp [ham, h1, h2] <;> ring

/-- The two half-angle states are normalised and mutually orthogonal. -/
theorem orthonormal_states (θ : ℝ) :
    upper θ ⬝ᵥ upper θ = 1 ∧ lower θ ⬝ᵥ lower θ = 1 ∧ upper θ ⬝ᵥ lower θ = 0 := by
  have h := Real.sin_sq_add_cos_sq (θ / 2)
  rw [upper_dot, lower_dot, upper_dot]
  simp only [upper, lower, Matrix.cons_val_zero, Matrix.cons_val_one]
  refine ⟨?_, ?_, ?_⟩
  · linear_combination h
  · linear_combination h
  · ring

/-- The half-angle states solve the eigenvalue equation with energies `R` and `-R`. -/
theorem eigen_equations (R θ : ℝ) :
    ham R θ *ᵥ upper θ = R • upper θ ∧ ham R θ *ᵥ lower θ = (-R) • lower θ := by
  obtain ⟨h1, h2⟩ := half_angle θ
  rw [ham_mulVec, ham_mulVec]
  constructor
  · ext i
    fin_cases i
    · change R * Real.cos θ * Real.cos (θ / 2) + R * Real.sin θ * Real.sin (θ / 2)
        = R * Real.cos (θ / 2)
      linear_combination -R * h1
    · change R * Real.sin θ * Real.cos (θ / 2) - R * Real.cos θ * Real.sin (θ / 2)
        = R * Real.sin (θ / 2)
      linear_combination -R * h2
  · ext i
    fin_cases i
    · change R * Real.cos θ * -Real.sin (θ / 2) + R * Real.sin θ * Real.cos (θ / 2)
        = -R * -Real.sin (θ / 2)
      linear_combination -R * h2
    · change R * Real.sin θ * -Real.sin (θ / 2) - R * Real.cos θ * Real.cos (θ / 2)
        = -R * Real.cos (θ / 2)
      linear_combination R * h1

/-- Every real state is the sum of its projections on the two half-angle states. -/
theorem expansion (θ : ℝ) (v : Fin 2 → ℝ) :
    v = (upper θ ⬝ᵥ v) • upper θ + (lower θ ⬝ᵥ v) • lower θ := by
  have h := Real.sin_sq_add_cos_sq (θ / 2)
  rw [upper_dot, lower_dot]
  ext i
  fin_cases i
  · change v 0 = (Real.cos (θ / 2) * v 0 + Real.sin (θ / 2) * v 1) * Real.cos (θ / 2)
      + (-Real.sin (θ / 2) * v 0 + Real.cos (θ / 2) * v 1) * -Real.sin (θ / 2)
    linear_combination -v 0 * h
  · change v 1 = (Real.cos (θ / 2) * v 0 + Real.sin (θ / 2) * v 1) * Real.sin (θ / 2)
      + (-Real.sin (θ / 2) * v 0 + Real.cos (θ / 2) * v 1) * Real.cos (θ / 2)
    linear_combination -v 1 * h

/-- For a state obeying the eigenvalue equation with energy `E`, the overlap with each
half-angle state vanishes or `E` is the energy of that state. -/
theorem projected_equations {R θ E : ℝ} {v : Fin 2 → ℝ} (h : ham R θ *ᵥ v = E • v) :
    (E - R) * (upper θ ⬝ᵥ v) = 0 ∧ (E + R) * (lower θ ⬝ᵥ v) = 0 := by
  obtain ⟨h1, h2⟩ := half_angle θ
  rw [ham_mulVec] at h
  have e0 : R * Real.cos θ * v 0 + R * Real.sin θ * v 1 = E * v 0 := congrFun h 0
  have e1 : R * Real.sin θ * v 0 - R * Real.cos θ * v 1 = E * v 1 := congrFun h 1
  rw [upper_dot, lower_dot]
  constructor
  · linear_combination -Real.cos (θ / 2) * e0 - Real.sin (θ / 2) * e1
      - R * v 0 * h1 - R * v 1 * h2
  · linear_combination Real.sin (θ / 2) * e0 - Real.cos (θ / 2) * e1
      - R * v 0 * h2 + R * v 1 * h1

/-- For `R > 0` the real eigenstates are exactly the nonzero multiples of `upper θ`, with
energy `R`, and the nonzero multiples of `lower θ`, with energy `-R`. -/
theorem eigenstates_iff {R : ℝ} (hR : 0 < R) (θ E : ℝ) (v : Fin 2 → ℝ) :
    (v ≠ 0 ∧ ham R θ *ᵥ v = E • v) ↔
      (E = R ∧ ∃ c : ℝ, c ≠ 0 ∧ v = c • upper θ) ∨
      (E = -R ∧ ∃ c : ℝ, c ≠ 0 ∧ v = c • lower θ) := by
  constructor
  · rintro ⟨hv, h⟩
    obtain ⟨hp, hq⟩ := projected_equations h
    have hx := expansion θ v
    by_cases p0 : upper θ ⬝ᵥ v = 0
    · rw [p0, zero_smul, zero_add] at hx
      have q0 : lower θ ⬝ᵥ v ≠ 0 := fun q => hv (by rw [hx, q, zero_smul])
      have hE := (mul_eq_zero.mp hq).resolve_right q0
      exact Or.inr ⟨by linarith, _, q0, hx⟩
    · have hE := (mul_eq_zero.mp hp).resolve_right p0
      -- the gap 2R is nonzero, so the other component is absent
      have q0 := (mul_eq_zero.mp hq).resolve_left (by linarith)
      rw [q0, zero_smul, add_zero] at hx
      exact Or.inl ⟨by linarith, _, p0, hx⟩
  · obtain ⟨nu, nl, _⟩ := orthonormal_states θ
    obtain ⟨eu, el⟩ := eigen_equations R θ
    rintro (⟨rfl, c, hc, rfl⟩ | ⟨rfl, c, hc, rfl⟩)
    · refine ⟨smul_ne_zero hc fun h => ?_, ?_⟩
      · simp [h] at nu
      · rw [Matrix.mulVec_smul, eu, smul_comm]
    · refine ⟨smul_ne_zero hc fun h => ?_, ?_⟩
      · simp [h] at nl
      · rw [Matrix.mulVec_smul, el, smul_comm]

/-- One full turn of the mixing angle restores the Hamiltonian and reverses the sign of
both half-angle states. -/
theorem sign_change (R θ : ℝ) :
    ham R (θ + 2 * Real.pi) = ham R θ ∧
    upper (θ + 2 * Real.pi) = -upper θ ∧ lower (θ + 2 * Real.pi) = -lower θ := by
  have e : (θ + 2 * Real.pi) / 2 = θ / 2 + Real.pi := by ring
  refine ⟨by simp [ham], ?_, ?_⟩
  · ext i
    fin_cases i <;> simp [upper, e, Real.cos_add_pi, Real.sin_add_pi]
  · ext i
    fin_cases i <;> simp [lower, e, Real.cos_add_pi, Real.sin_add_pi]

/-- If `R θ > 0` for every `θ`, a continuous, nowhere vanishing family of real eigenvectors `v θ` of
`ham (R θ) θ` with energy `R θ` takes different values at `θ = 0` and `θ = 2π`. -/
theorem no_single_valued_eigenstate {R : ℝ → ℝ} (hR : ∀ θ, 0 < R θ)
    {v : ℝ → Fin 2 → ℝ} (hc : Continuous v) (hv : ∀ θ, v θ ≠ 0)
    (h : ∀ θ, ham (R θ) θ *ᵥ v θ = R θ • v θ) : v (2 * Real.pi) ≠ v 0 := by
  intro hloop
  have c0 : Continuous fun θ => v θ 0 := (continuous_apply 0).comp hc
  have c1 : Continuous fun θ => v θ 1 := (continuous_apply 1).comp hc
  have hf : Continuous fun θ => upper θ ⬝ᵥ v θ := by
    simp only [upper_dot]
    fun_prop
  -- the overlap with the half-angle state changes sign after one turn
  have hturn : upper (2 * Real.pi) ⬝ᵥ v (2 * Real.pi) = -(upper 0 ⬝ᵥ v 0) := by
    have hs := (sign_change 0 0).2.1
    rw [zero_add] at hs
    rw [hs, hloop, neg_dotProduct]
  have hzero : (0 : ℝ) ∈ Set.range fun θ => upper θ ⬝ᵥ v θ := by
    rcases le_total 0 (upper 0 ⬝ᵥ v 0) with h0 | h0
    · exact mem_range_of_exists_le_of_exists_ge hf
        ⟨2 * Real.pi, by change upper _ ⬝ᵥ v _ ≤ 0; linarith⟩ ⟨0, h0⟩
    · exact mem_range_of_exists_le_of_exists_ge hf
        ⟨0, h0⟩ ⟨2 * Real.pi, by change 0 ≤ upper _ ⬝ᵥ v _; linarith⟩
  obtain ⟨θ, hθ⟩ := hzero
  change upper θ ⬝ᵥ v θ = 0 at hθ
  -- but an eigenstate with zero overlap would vanish
  have hq := (mul_eq_zero.mp (projected_equations (h θ)).2).resolve_left
    (by linarith [hR θ])
  apply hv θ
  rw [expansion θ (v θ), hθ, hq, zero_smul, zero_smul, add_zero]

end

end TwoLevelHalfAngle
```

```lean
#print axioms TwoLevelHalfAngle.exists_polar_form
#print axioms TwoLevelHalfAngle.eigenstates_iff
#print axioms TwoLevelHalfAngle.sign_change
#print axioms TwoLevelHalfAngle.no_single_valued_eigenstate
```

```
'TwoLevelHalfAngle.exists_polar_form' depends on axioms: [propext, Classical.choice, Quot.sound]
'TwoLevelHalfAngle.eigenstates_iff' depends on axioms: [propext, Classical.choice, Quot.sound]
'TwoLevelHalfAngle.sign_change' depends on axioms: [propext, Classical.choice, Quot.sound]
'TwoLevelHalfAngle.no_single_valued_eigenstate' depends on axioms: [propext, Classical.choice, Quot.sound]
```

## What the theorems say about the two-level system

`ham R θ` is $H(R,\theta)$ as a real matrix indexed by `Fin 2`, whose elements 0 and 1 label the two orthonormal diabatic basis states. `upper θ` and `lower θ` are $u(\theta)$ and $l(\theta)$. The symbol `*ᵥ` applies a matrix to a vector, and `⬝ᵥ` is the real dot product. Energies are measured from the mean of the two levels, and the splitting is $2R$.

`exists_polar_form` says that every real symmetric two-by-two matrix is its mean energy times the identity plus some `ham R θ` with $R\ge0$. Your original claim is the combination of `orthonormal_states` and `eigen_equations`. Neither needs a positive $R$.

The condition $R>0$ enters in `eigenstates_iff`, where it stands for an open gap. For such $R$, a vector is nonzero and satisfies the eigenvalue equation with energy $E$ exactly when one of two things holds: $E=R$ and the vector is a nonzero multiple of `upper θ`, or $E=-R$ and it is a nonzero multiple of `lower θ`. At $R=0$ the matrix is zero and every nonzero vector is an eigenvector, so the classification fails there.

`sign_change` records the effect of one turn. `no_single_valued_eigenstate` takes a function `R : ℝ → ℝ` that is positive everywhere and a continuous family `v` of nonzero real eigenvectors of energy `R θ`, and concludes that `v (2 * Real.pi) ≠ v 0`. The path is parameterised by the mixing angle itself and the hypotheses are imposed for all real angles. The Hamiltonian returns after one turn when $R(2\pi)=R(0)$, which is the closed loop of physical interest, although the theorem does not need that equality. The Lean statement treats the level $R$ only. The same argument with $u$ and $l$ exchanged applies to the level $-R$, and the sharper result $v(2\pi)=-v(0)$ for a normalised $v$ is derived above by hand, not in Lean.

Reality of the vectors matters in this last statement: the complex vector $e^{i\theta/2}u(\theta)$ is continuous and does return to its initial value.

For electronic structure and nonadiabatic simulation, this describes the adiabatic states near an avoided crossing or a conical intersection in a real model with exactly two states. In that model, a normalised real eigenvector followed continuously along a path on which the gap stays open has the opposite sign once the mixing angle has increased by $2\pi$, and a second such turn restores the sign. The vectors $v$ and $-v$ represent the same physical state, so the statement concerns the vector carried along the path.

## A mixing angle from the wrong quadrant

The angle is often written as $\theta=\arctan\frac{2b}{a-d}$. The principal value of the arctangent has a nonnegative cosine, so for $a<d$ it misses the correct angle by $\pi$. The half angle is then off by $\pi/2$, which exchanges the two eigenvectors up to sign: the vector labelled with energy $R$ actually has energy $-R$. A two-argument arctangent of $b$ and $(a-d)/2$ keeps the quadrant and avoids the exchange. The Lean proof does the equivalent by using the argument of a complex number.

## How the Lean proofs follow the derivation

For `exists_polar_form`, the point $\left(\frac{a-d}2,b\right)$ is treated as a complex number. Its norm and `Complex.arg` supply $R$ and $\theta$, and the four matrix entries are then compared.

The lemma `half_angle` contains the two subtraction formulas. `ham_mulVec`, `upper_dot` and `lower_dot` write the matrix product and the overlaps in components. In `eigen_equations`, each component is a multiple of one half-angle identity, which `linear_combination` verifies. The same tactic proves `expansion` and the two normalisations from $s^2+c^2=1$.

`projected_equations` carries out the projection without invoking symmetry of the matrix. It takes the two component equations `e0` and `e1`, weights them with the components of $u$ or $l$, and removes the full angle with `half_angle`. This is the same calculation as $u\cdot Hv=(Hu)\cdot v$, written out in components.

The forward direction of `eigenstates_iff` splits on whether `upper θ ⬝ᵥ v` is zero, as in the two cases above. When it is nonzero, `linarith` uses `hR` to show that $E+R$ is nonzero, which eliminates the other component. In the converse direction, normalisation shows that a nonzero multiple of either state is nonzero, and `eigen_equations` provides the energy.

`sign_change` rewrites $(\theta+2\pi)/2$ as $\theta/2+\pi$ and applies the shift formulas for sine and cosine.

The loop theorem assumes the equality `hloop` and derives a contradiction. `hf` is the continuity of the overlap, and `hturn` is the relation $f(2\pi)=-f(0)$. Depending on the sign of $f(0)$, the proof presents the angles $0$ and $2\pi$ in the appropriate order to `mem_range_of_exists_le_of_exists_ge`, the form of the intermediate value theorem used here. This yields an angle of zero overlap with `upper θ`. At that angle `projected_equations` makes the overlap with `lower θ` zero too, so `expansion` forces the eigenvector to vanish, contrary to `hv`.
